# Ballistic bound and short-time limit for spreading under a bounded self-adjoint Hamiltonian

The Hamiltonian H and the operator X are modelled here as bounded operators on a complex Hilbert space, not as arrays of numbers. Hermitian matrices are included as a finite-dimensional case. An infinite lattice is admitted too if both H and X are bounded, which excludes its unbounded position operator. With ħ = 1, a time-independent H and † for the adjoint, define

U(t) = exp(−itH), X(t) = U(t)† X U(t), V = i[H, X],

D(t) = ‖[X, U(t)] ψ‖².

If H is self-adjoint, then for every state ψ and every real t

D(t) = ‖(X(t) − X) ψ‖² ≤ t² ‖V‖² ‖ψ‖²,

and D(t)/t² → ‖Vψ‖² as t → 0. Here ‖V‖ is the operator norm, the smallest number c ≥ 0 with ‖Vφ‖ ≤ c‖φ‖ for every φ. For normalised ψ the bound reads t²‖V‖². When X is a Hermitian position operator, D(t) is then the mean-square displacement ⟨(X(t) − X)²⟩. This is what "spreading" means here, not the growth in width of a wave packet: in an eigenstate of H the position distribution is stationary, yet D(t) can be nonzero. A real-space propagation code for non-interacting electrons on a finite lattice that is neither periodic nor coupled to leads can test its computed D(t) against both the bound and the limit.

A version written with matrices would look closer to such a code. It would have to name the spectral norm explicitly, since matrices carry several norms, and it would cover finite dimension only. The argument would stay the same.

## A complete space of states

Completeness means that a sequence of states whose members become arbitrarily close to one another (a Cauchy sequence) has a limit in the space. By hand it is used before any calculation starts: the series for exp(−itH) must sum to an operator, and every bounded operator must have an adjoint. In finite dimension it holds automatically. Without it, dynamics can leave the space. A particle started on one site of an infinite chain with nearest-neighbour hopping immediately has amplitude on infinitely many sites, so finite combinations of sites are not enough.

In Lean the assumption is `CompleteSpace E`, where `E` is the space of states.

```lean
import Mathlib

open Filter Topology

namespace BallisticSpreading

noncomputable section

variable {E : Type*} [NormedAddCommGroup E] [InnerProductSpace ℂ E] [CompleteSpace E]
```

The type `E →L[ℂ] E` is that of continuous, hence bounded, linear maps. Multiplication is composition, `star` is the adjoint, and `NormedSpace.exp` is the exponential series. The four definitions transcribe U(t), X(t), V and D(t).

```lean
/-- The time-evolution operator `U(t) = exp(-itH)`. -/
def propagator (H : E →L[ℂ] E) (t : ℝ) : E →L[ℂ] E :=
  NormedSpace.exp ((-(Complex.I * (t : ℂ))) • H)

/-- The Heisenberg-picture operator `X(t) = U(t)* X U(t)`. -/
def heisenberg (H X : E →L[ℂ] E) (t : ℝ) : E →L[ℂ] E :=
  star (propagator H t) * X * propagator H t

/-- The velocity operator `V = i[H, X]`. -/
def velocity (H X : E →L[ℂ] E) : E →L[ℂ] E :=
  Complex.I • (H * X - X * H)

/-- The spreading `D(t) = ‖[X, U(t)] ψ‖²`. -/
def spreading (H X : E →L[ℂ] E) (ψ : E) (t : ℝ) : ℝ :=
  ‖(X * propagator H t - propagator H t * X) ψ‖ ^ 2
```

The state `ψ` is not assumed normalised, which is why ‖ψ‖² appears in the bound. Nor is `X` assumed self-adjoint: it may be any bounded operator, although D(t) is the mean-square displacement of an observable only when X is Hermitian.

## A self-adjoint Hamiltonian

Self-adjointness, H† = H, stands for a closed system with real energies and no gain or loss. By hand it enters through the adjoint of the propagator:

U(t)† = exp(itH†) = exp(itH) = U(−t).

The exponents of U(−t) and U(t) commute and add to zero, so U(−t)U(t) = 1. Hence, for any state φ,

‖U(t)φ‖² = ⟨φ, U(t)†U(t)φ⟩ = ‖φ‖².

Replacing t by −t also gives U(t)U(t)† = 1. Inserting this in front of X U(t) factors the commutator:

[X, U(t)] = U(t)U(t)† X U(t) − U(t)X = U(t)(X(t) − X).

The leading U(t) does not change the norm, and the identity for D(t) follows.

In the proof the assumption is `hH : IsSelfAdjoint H`. The theorem `star_propagator` uses it to turn the adjoint into backward evolution. The next result, `propagator_neg_mul`, needs only that multiples of H commute, and holds for any bounded H.

```lean
/-- For a self-adjoint Hamiltonian the adjoint of `U(t)` is the backward evolution `U(-t)`. -/
theorem star_propagator {H : E →L[ℂ] E} (hH : IsSelfAdjoint H) (t : ℝ) :
    star (propagator H t) = propagator H (-t) := by
  let : NormedAlgebra ℚ (E →L[ℂ] E) := NormedAlgebra.restrictScalars ℚ ℂ (E →L[ℂ] E)
  have h : star (-(Complex.I * (t : ℂ))) = -(Complex.I * ((-t : ℝ) : ℂ)) := by simp
  rw [propagator, propagator, NormedSpace.star_exp, star_smul, hH.star_eq, h]

/-- Evolving forward and then backward by the same time is the identity. -/
theorem propagator_neg_mul (H : E →L[ℂ] E) (t : ℝ) :
    propagator H (-t) * propagator H t = 1 := by
  let : NormedAlgebra ℚ (E →L[ℂ] E) := NormedAlgebra.restrictScalars ℚ ℂ (E →L[ℂ] E)
  have hc : Commute ((-(Complex.I * ((-t : ℝ) : ℂ))) • H) ((-(Complex.I * (t : ℂ))) • H) :=
    ((Commute.refl H).smul_left _).smul_right _
  have h0 : -(Complex.I * ((-t : ℝ) : ℂ)) + -(Complex.I * (t : ℂ)) = 0 := by
    push_cast
    ring
  rw [propagator, propagator, ← NormedSpace.exp_add_of_commute hc, ← add_smul, h0, zero_smul,
    NormedSpace.exp_zero]
```

Norm preservation then comes from moving the adjoint across the inner product, and `spreading_eq` carries out the factorisation.

```lean
/-- Time evolution under a self-adjoint Hamiltonian preserves the norm of every state. -/
theorem norm_propagator_apply {H : E →L[ℂ] E} (hH : IsSelfAdjoint H) (t : ℝ) (φ : E) :
    ‖propagator H t φ‖ = ‖φ‖ := by
  have h : (star (propagator H t)) (propagator H t φ) = φ := by
    rw [star_propagator hH]
    exact congrArg (fun A : E →L[ℂ] E => A φ) (propagator_neg_mul H t)
  have h2 : inner ℂ (propagator H t φ) (propagator H t φ) = inner ℂ φ φ := by
    rw [← ContinuousLinearMap.adjoint_inner_right (propagator H t) φ (propagator H t φ),
      ← ContinuousLinearMap.star_eq_adjoint, h]
  rw [norm_eq_sqrt_re_inner (𝕜 := ℂ) (propagator H t φ), norm_eq_sqrt_re_inner (𝕜 := ℂ) φ, h2]

/-- For self-adjoint `H`, the spreading is the squared norm of the Heisenberg displacement: `D(t) =
‖(X(t) - X) ψ‖²`. -/
theorem spreading_eq {H : E →L[ℂ] E} (hH : IsSelfAdjoint H) (X : E →L[ℂ] E) (ψ : E) (t : ℝ) :
    spreading H X ψ t = ‖(heisenberg H X t - X) ψ‖ ^ 2 := by
  have hu : propagator H t * star (propagator H t) = 1 := by
    have h := propagator_neg_mul H (-t)
    rwa [neg_neg, ← star_propagator hH] at h
  -- the commutator factors as `[X, U] = U (X(t) - X)`
  have h : X * propagator H t - propagator H t * X
      = propagator H t * (heisenberg H X t - X) := by
    rw [heisenberg, mul_sub, ← mul_assoc, ← mul_assoc, hu, one_mul]
  rw [spreading, h]
  change ‖propagator H t ((heisenberg H X t - X) ψ)‖ ^ 2 = _
  rw [norm_propagator_apply hH]
```

Without self-adjointness the identity can fail. Take H = −iΓ·1 with Γ > 0, a uniform loss. Then U(t) = e^(−Γt)·1 commutes with X, so D(t) = 0, while X(t) − X = (e^(−2Γt) − 1)X is nonzero for t ≠ 0 and X ≠ 0.

The bound can fail as well. For a two-level system with H = σx and X = σz, the commutator is [X, U(t)] = 2 sin(t) σy, so a normalised state has D(t) = 4 sin² t, below the bound 4t². Adding a uniform gain iΓ·1 to H leaves V unchanged but multiplies D(t) by e^(2Γt), and 4e^(2Γt) sin² t exceeds 4t² at small positive t.

## Bounded H and X

Boundedness of H means a finite range of energies, as in a tight-binding model with finitely many sites. Boundedness of X means a finite range of positions. Together they make V bounded, so ‖V‖ is a finite speed limit.

By hand, boundedness lets the exponentials be differentiated as operators, with no question of domains. Write K = −iH. Then dU/dt = KU and dU†/dt = −U†K, so the product rule gives

d/dt X(t) = −U†KXU + U†XKU = U†(XK − KX)U.

Since XK − KX = −iXH + iHX = V, this is the Heisenberg equation

d/dt X(t)ψ = V(t)ψ, where V(t) = U(t)† V U(t).

The velocity vector has bounded length at every time s, because U(s)† and U(s) preserve norms:

‖V(s)ψ‖ = ‖V U(s)ψ‖ ≤ ‖V‖ ‖ψ‖.

Integrating from 0 to t, with X(0) = X, gives

‖(X(t) − X)ψ‖ ≤ |t| ‖V‖ ‖ψ‖,

and squaring gives the ballistic bound.

In the file, boundedness is carried by the type of `H` and `X` and not by a named hypothesis. The proof of `hasDerivAt_heisenberg` applies the product rule in a complex time variable, applies the resulting operator derivative to `ψ`, and restricts to real times.

```lean
/-- At time zero the Heisenberg operator is `X` itself. -/
theorem heisenberg_zero (H X : E →L[ℂ] E) : heisenberg H X 0 = X := by
  simp [heisenberg, propagator, NormedSpace.exp_zero]

/-- Heisenberg equation of motion on a state, for self-adjoint `H`: `d/dt X(t) ψ = V(t) ψ` with `V =
i[H, X]`. -/
theorem hasDerivAt_heisenberg {H : E →L[ℂ] E} (hH : IsSelfAdjoint H) (X : E →L[ℂ] E) (ψ : E)
    (t : ℝ) :
    HasDerivAt (fun s : ℝ => heisenberg H X s ψ) (heisenberg H (velocity H X) t ψ) t := by
  obtain ⟨K, hK⟩ : ∃ K : E →L[ℂ] E, K = (-Complex.I) • H := ⟨_, rfl⟩
  have hU : ∀ s : ℝ, propagator H s = NormedSpace.exp ((s : ℂ) • K) := by
    intro s
    have e : -(Complex.I * (s : ℂ)) = (s : ℂ) * -Complex.I := by ring
    rw [propagator, e, mul_smul, hK]
  have hS : ∀ s : ℝ, star (propagator H s) = NormedSpace.exp ((s : ℂ) • (-K)) := by
    intro s
    rw [star_propagator hH, hU, Complex.ofReal_neg, neg_smul, smul_neg]
  have hV : velocity H X = X * K - K * X := by
    rw [velocity, hK, mul_smul_comm, smul_mul_assoc]
    module
  -- product rule for the two exponentials, in a complex time variable
  have h1 := hasDerivAt_exp_smul_const (-K) (t : ℂ)
  have h2 := hasDerivAt_exp_smul_const' K (t : ℂ)
  have h3 : HasDerivAt
      (fun z : ℂ => NormedSpace.exp (z • (-K)) * X * NormedSpace.exp (z • K))
      (heisenberg H (velocity H X) t) (t : ℂ) :=
    ((h1.mul_const X).mul h2).congr_deriv (by
      rw [heisenberg, hS, hU, hV]
      noncomm_ring)
  have h4 : HasDerivAt
      (fun z : ℂ => (NormedSpace.exp (z • (-K)) * X * NormedSpace.exp (z • K)) ψ)
      (heisenberg H (velocity H X) t ψ) (t : ℂ) :=
    (ContinuousLinearMap.apply ℂ E ψ).hasFDerivAt.comp_hasDerivAt (t : ℂ) h3
  -- restriction to real times
  have ho : HasDerivAt (fun s : ℝ => (s : ℂ)) 1 t :=
    Complex.ofRealCLM.hasDerivAt.congr_deriv (by simp)
  have hfun : (fun s : ℝ => heisenberg H X s ψ) = fun s : ℝ =>
      (NormedSpace.exp ((s : ℂ) • (-K)) * X * NormedSpace.exp ((s : ℂ) • K)) ψ := by
    funext s
    rw [heisenberg, hS, hU]
  rw [hfun]
  exact (HasDerivAt.scomp t h4 ho).congr_deriv (one_smul ℂ _)
```

For `spreading_le`, the speed estimate is `hb`. The mean value inequality takes the place of the integral.

```lean
/-- Ballistic bound for self-adjoint `H`: `D(t) ≤ t² ‖V‖² ‖ψ‖²` at all times. -/
theorem spreading_le {H : E →L[ℂ] E} (hH : IsSelfAdjoint H) (X : E →L[ℂ] E) (ψ : E) (t : ℝ) :
    spreading H X ψ t ≤ t ^ 2 * ‖velocity H X‖ ^ 2 * ‖ψ‖ ^ 2 := by
  -- the speed of `X(s) ψ` never exceeds `‖V‖ ‖ψ‖`
  have hb : ∀ s : ℝ, ‖heisenberg H (velocity H X) s ψ‖ ≤ ‖velocity H X‖ * ‖ψ‖ := by
    intro s
    rw [heisenberg, star_propagator hH]
    change ‖propagator H (-s) (velocity H X (propagator H s ψ))‖ ≤ _
    rw [norm_propagator_apply hH, ← norm_propagator_apply hH s ψ]
    exact (velocity H X).le_opNorm _
  have hm := Convex.norm_image_sub_le_of_norm_hasDerivWithin_le
    (fun s _ => (hasDerivAt_heisenberg hH X ψ s).hasDerivWithinAt) (fun s _ => hb s)
    convex_univ (Set.mem_univ (0 : ℝ)) (Set.mem_univ t)
  rw [heisenberg_zero, sub_zero, Real.norm_eq_abs] at hm
  rw [spreading_eq hH]
  calc ‖(heisenberg H X t - X) ψ‖ ^ 2 ≤ (‖velocity H X‖ * ‖ψ‖ * |t|) ^ 2 :=
        pow_le_pow_left₀ (norm_nonneg _) hm 2
    _ = t ^ 2 * ‖velocity H X‖ ^ 2 * ‖ψ‖ ^ 2 := by
        rw [mul_pow, mul_pow, sq_abs]
        ring
```

Without boundedness there may be no finite speed limit. For a free particle of mass m on a line, with H = p²/2m and X = x, the velocity is p/m and its operator norm is infinite. On an infinite chain with nearest-neighbour hopping V is bounded but the position X is not, so that case also lies beyond these theorems and would need an argument about domains.

Boundedness of X also limits what "ballistic" can mean. Since ‖X(t) − X‖ ≤ 2‖X‖, D(t) cannot grow like t² for ever. The t² law below concerns short times, and it holds with or without disorder.

## Nonzero times in the short-time limit

The ratio D(t)/t² is the squared length of the average velocity vector (X(t)ψ − Xψ)/t over the interval from 0 to t, so it needs an interval of nonzero length. By hand, the Heisenberg equation at t = 0 says

(X(t)ψ − Xψ)/t → Vψ as t → 0, t ≠ 0.

Taking norms and squaring, both continuous operations, gives D(t)/t² → ‖Vψ‖². If Vψ = 0, the limit is zero and D(t) vanishes faster than t² as t → 0.

In Lean the restriction is the punctured neighbourhood `𝓝[≠] 0`. The proof rewrites the derivative at zero as a limit of slopes and identifies the squared norm of each slope with D(t)/t².

```lean
/-- Short-time limit for self-adjoint `H`: `D(t)/t²` tends to `‖V ψ‖²` as `t → 0`. -/
theorem tendsto_spreading_div_sq {H : E →L[ℂ] E} (hH : IsSelfAdjoint H) (X : E →L[ℂ] E)
    (ψ : E) :
    Tendsto (fun t : ℝ => spreading H X ψ t / t ^ 2) (𝓝[≠] 0) (𝓝 (‖velocity H X ψ‖ ^ 2)) := by
  have h := hasDerivAt_iff_tendsto_slope.mp (hasDerivAt_heisenberg hH X ψ 0)
  rw [heisenberg_zero] at h
  refine (h.norm.pow 2).congr fun t => ?_
  simp only [slope_def_module, sub_zero, heisenberg_zero]
  rw [spreading_eq hH, norm_smul, mul_pow, norm_inv, Real.norm_eq_abs, inv_pow, sq_abs,
    sub_apply, div_eq_inv_mul]
```

If t = 0 were included, the statement would fail whenever Vψ ≠ 0, because Lean assigns the value 0 to division by zero.

## A nonnegative trial speed

The number c is a proposed speed limit valid for all times and all states, so c ≥ 0 is part of its meaning. The operator norm is the smallest such limit. Suppose

D(t) ≤ t² c² ‖ψ‖² for all t and ψ.

Dividing by t² and letting t → 0 gives ‖Vψ‖² ≤ c²‖ψ‖². Because c ≥ 0, the square root is ‖Vψ‖ ≤ c‖ψ‖ for every ψ, which says ‖V‖ ≤ c. Conversely, if ‖V‖ ≤ c, the ballistic bound gives the estimate with c.

The proof uses `hc : 0 ≤ c` when it bounds the operator norm and when it takes the square root. The limit passes through the inequality by `le_of_tendsto`.

```lean
/-- For self-adjoint `H`, a speed `c ≥ 0` bounds the spreading by `t² c² ‖ψ‖²` for all times and
states exactly when `‖V‖ ≤ c`. -/
theorem spreading_le_iff {H : E →L[ℂ] E} (hH : IsSelfAdjoint H) (X : E →L[ℂ] E) {c : ℝ}
    (hc : 0 ≤ c) :
    (∀ (t : ℝ) (ψ : E), spreading H X ψ t ≤ t ^ 2 * c ^ 2 * ‖ψ‖ ^ 2) ↔ ‖velocity H X‖ ≤ c := by
  constructor
  · intro h
    refine ContinuousLinearMap.opNorm_le_bound _ hc fun ψ => ?_
    -- pass to the short-time limit in the assumed bound
    have hl : ‖velocity H X ψ‖ ^ 2 ≤ (c * ‖ψ‖) ^ 2 := by
      refine le_of_tendsto (tendsto_spreading_div_sq hH X ψ) ?_
      filter_upwards [self_mem_nhdsWithin] with t ht
      have ht0 : t ≠ 0 := ht
      have hpos : 0 < t ^ 2 := by positivity
      rw [div_le_iff₀ hpos]
      linarith [h t ψ, show (c * ‖ψ‖) ^ 2 * t ^ 2 = t ^ 2 * c ^ 2 * ‖ψ‖ ^ 2 by ring]
    exact (le_abs_self _).trans (abs_le_of_sq_le_sq hl (by positivity))
  · intro h t ψ
    refine (spreading_le hH X ψ t).trans ?_
    gcongr
```

Without the sign condition the equivalence breaks: c = −‖V‖ − 1 satisfies the estimate, since only c² appears there, but no norm is below a negative number.

The case c = 0 characterises the absence of spreading. If D(t) = 0 for all times and states, then ‖V‖ ≤ 0, so V = 0 and HX = XH. If H and X commute, then V = 0 and the ballistic bound forces D(t) = 0. In other words, D(t) vanishes for all times and states exactly when X is conserved.

```lean
/-- The spreading vanishes for all times and states exactly when `H` and `X` commute. -/
theorem spreading_eq_zero_iff {H : E →L[ℂ] E} (hH : IsSelfAdjoint H) (X : E →L[ℂ] E) :
    (∀ (t : ℝ) (ψ : E), spreading H X ψ t = 0) ↔ H * X = X * H := by
  constructor
  · intro h
    have hv := (spreading_le_iff hH X le_rfl).mp fun t ψ => by simp [h t ψ]
    have h0 : Complex.I • (H * X - X * H) = 0 := norm_le_zero_iff.mp hv
    exact sub_eq_zero.mp ((smul_eq_zero.mp h0).resolve_left Complex.I_ne_zero)
  · intro h t ψ
    have hv : velocity H X = 0 := by rw [velocity, h, sub_self, smul_zero]
    have hle := spreading_le hH X ψ t
    rw [hv, norm_zero] at hle
    exact le_antisymm (by linarith) (sq_nonneg _)

end

end BallisticSpreading
```

The condition runs over all states: a single normalised ψ can have D(t) = 0 at all times although H and X do not commute. For instance, take three levels, with H = σx and X = σz on the first two and both zero on the third, and let ψ be the third level. Then U(t)ψ = ψ and Xψ = 0, so D(t) = 0.

```lean
#print axioms BallisticSpreading.tendsto_spreading_div_sq
-- 'BallisticSpreading.tendsto_spreading_div_sq' depends on axioms: [propext, Classical.choice, Quot.sound]
#print axioms BallisticSpreading.spreading_eq_zero_iff
-- 'BallisticSpreading.spreading_eq_zero_iff' depends on axioms: [propext, Classical.choice, Quot.sound]
```
